# On a ring of n sites, n one-site translations make the identity

A particle on a finite ring of `n` ≥ 1 sites, with one basis state per site, can be translated by one site, the last site going to the first. The theorem `shift_pow` states that the complex matrix of this translation, raised to the power `n`, is the identity matrix. The attempt first proves by induction on `m` that the `m`-th power has entry one in row `i` and column `j` if `i = j + m` modulo `n`, and zero otherwise. It then sets `m` to `n`, which is zero modulo `n`.

As first written in Lean, the proof fails:

```lean
import Mathlib

open Matrix

namespace ShiftPow

noncomputable section

/-- The cyclic shift matrix on a ring of `n ≥ 1` sites: the entry in row `i` and column `j` is one
if `i = j + 1` and zero otherwise. -/
def shift (n : ℕ) : Matrix (ZMod n) (ZMod n) ℂ :=
  Matrix.of fun i j => if i = j + 1 then 1 else 0

/-- The `n`-th power of the shift on a ring of `n ≥ 1` sites is the identity. -/
theorem shift_pow (n : ℕ) [NeZero n] : shift n ^ n = 1 := by
  -- the `m`-th power moves every basis state by `m` sites
  have h : ∀ (m : ℕ) (i j : ZMod n),
      (shift n ^ m) i j = if i = j + (m : ZMod n) then 1 else 0 := by
    intro m
    induction m with
    | zero =>
      intro i j
      simp [Matrix.one_apply]
    | succ m ih =>
      intro i j
      have e : j + ((m + 1 : ℕ) : ZMod n) = j + 1 + (m : ZMod n) := by
        push_cast
        ring
      rw [pow_succ, Matrix.mul_apply, e]
      simp only [ih, shift, Matrix.of_apply, mul_ite, mul_one, mul_zero,
        Finset.sum_ite_eq', Finset.mem_univ, if_true]
  ext i j
  rw [h, ZMod.natCast_self, add_zero, Matrix.one_apply]

end

end ShiftPow
```

Compiling this gives:

```
Main.lean:24:16: error: unsolved goals
case succ
n : ℕ
inst✝ : NeZero n
m : ℕ
ih : ∀ (i j : ZMod n), (shift n ^ m) i j = if i = j + ↑m then 1 else 0
i j : ZMod n
e : j + ↑(m + 1) = j + 1 + ↑m
⊢ ((of fun i j => if i = j + 1 then 1 else 0) ^ m) i (j + 1) = if i = j + 1 + ↑m then 1 else 0
Main.lean:30:17: warning: This simp argument is unused:
  ih

Hint: Omit it from the simp argument list.
  [apply] simp only [shift, Matrix.of_apply, mul_ite, mul_one, mul_zero, Finset.sum_ite_eq', Finset.mem_univ, if_true]

Note: This linter can be disabled with `set_option linter.unusedSimpArgs false`
```

Diagnosis. The error says that the successor step of the induction is left unproved. In the goal that remains, the sum from the matrix product has been collapsed, but the `m`-th power is still there, with `shift n` replaced by its definition. The warning adds that the induction hypothesis `ih` was never used.

Both have one cause. `simp only` was given `ih` and `shift` together, and it simplifies the parts of a term before the whole. So it unfolded `shift n` inside `(shift n ^ m) i j` before it could try `ih` on that entry. The left side of `ih` speaks of `shift n ^ m`, with `shift` folded, and no longer matched.

The repair splits the call in two. `simp only [ih]` first replaces the entries of the power by their if-then-else formula, while `shift` is still folded. The second call then unfolds the one remaining factor `shift n` and collapses the sum to its term at `j + 1`, which is the right side of the goal.

After these edits no error is left:

```diff
@@ -28,5 +28,6 @@
         ring
       rw [pow_succ, Matrix.mul_apply, e]
-      simp only [ih, shift, Matrix.of_apply, mul_ite, mul_one, mul_zero,
+      simp only [ih]
+      simp only [shift, Matrix.of_apply, mul_ite, mul_one, mul_zero,
         Finset.sum_ite_eq', Finset.mem_univ, if_true]
   ext i j
```
